# Two-boson dipole sum rules: dichroism ratios $\langle L_z\rangle/l$ for $l\to l-1$ and $-\langle L_z\rangle/(l+1)$ for $l\to l+1$

Sum a dipole spectrum over all final states of one channel, $l\to l-1$ or $l\to l+1$. Take the strength with $\Delta m=-1$ minus that with $\Delta m=+1$, divide by the total over $\Delta m=-1,0,1$, multiply by $l$, and call the result the orbital moment $\langle L_z\rangle$, in units of $\hbar$. For $l\to l-1$ this is right. For $l\to l+1$ it gives the wrong sign and only $l/(l+1)$ of the size: half for a p shell. Both ratios are derived here for one particle with sharp $l$, without spin or interactions. The orbital sum rule of x-ray dichroism, which treats many-electron shells and their holes, is a larger statement.

## Two independent boson modes

Modes $a,b$ encode an orbital $|l,m\rangle$ by occupations $n_a=l+m$ and $n_b=l-m$. `BosonPair` says that each annihilator has unit commutator with its own creator and that everything else commutes between modes.

In Lean 4 with Mathlib:

```lean
import Mathlib

open MvPolynomial

noncomputable section

namespace DichroismSumRules

/-- Two commuting boson modes with annihilators `a`, `b` and creators `c`, `d`. -/
structure BosonPair {R : Type*} [Ring R] (a c b d : R) : Prop where
  aa : a * c - c * a = 1
  bb : b * d - d * b = 1
  ab : a * b = b * a
  cd : c * d = d * c
  ad : a * d = d * a
  bc : b * c = c * b
```

Derivatives and multiplications on polynomials satisfy these relations. This example supplies neither a star operation nor a state.

```lean
/-- The derivative with respect to the `i`-th variable, acting on polynomials. -/
def annihilate (i : Fin 2) : Module.End ℂ (MvPolynomial (Fin 2) ℂ) :=
  (pderiv i : Derivation ℂ (MvPolynomial (Fin 2) ℂ) (MvPolynomial (Fin 2) ℂ)).toLinearMap

/-- Multiplication by the `i`-th variable, acting on polynomials. -/
def create (i : Fin 2) : Module.End ℂ (MvPolynomial (Fin 2) ℂ) :=
  LinearMap.mulLeft ℂ (X i)

/-- Derivatives and multiplications on polynomials in two variables are two commuting
boson modes. -/
theorem bosonPair_witness :
    BosonPair (annihilate 0) (create 0) (annihilate 1) (create 1) := by
  -- the commutator of two partial derivatives is a derivation that kills the variables
  have hD : ⁅(pderiv 0 : Derivation ℂ (MvPolynomial (Fin 2) ℂ) (MvPolynomial (Fin 2) ℂ)),
      (pderiv 1 : Derivation ℂ (MvPolynomial (Fin 2) ℂ) (MvPolynomial (Fin 2) ℂ))⁆ = 0 := by
    apply MvPolynomial.derivation_ext
    intro i
    fin_cases i <;> simp [Derivation.commutator_apply, pderiv_X]
  constructor <;> refine LinearMap.ext fun p => ?_
  · simp [annihilate, create, Derivation.leibniz, pderiv_X]
  · simp [annihilate, create, Derivation.leibniz, pderiv_X]
  · have h := DFunLike.congr_fun hD p
    rw [Derivation.commutator_apply] at h
    exact sub_eq_zero.mp h
  · exact mul_left_comm (X 0) (X 1) p
  · simp [annihilate, create, Derivation.leibniz, pderiv_X]
  · simp [annihilate, create, Derivation.leibniz, pderiv_X]
```

Write $n_a=a^*a$, $n_b=b^*b$. The relation $aa^*=n_a+1$ gives $an_a=(n_a+1)a$, hence

$$a^{*2}a^2=a^*(aa^*-1)a=n_a^2-n_a,$$
$$a^2a^{*2}=a(n_a+1)a^*=(n_a+2)aa^*=(n_a+1)(n_a+2),$$

and likewise for $b$. Independence of the modes gives

$$a^*b^*ba=n_an_b,\qquad baa^*b^*=(n_a+1)(n_b+1),\qquad n_an_b=n_bn_a.$$

In the proofs, `linear_combination` multiplies each commutator by the operators standing around it, and `noncomm_ring` compares the expansions without reordering factors.

```lean
/-- Two creators and two annihilators of one mode, in either order, are quadratic
polynomials in its number operator `c * a`. -/
theorem mode_products {R : Type*} [Ring R] {a c : R} (h : a * c - c * a = 1) :
    c ^ 2 * a ^ 2 = (c * a) * (c * a) - c * a ∧
    a ^ 2 * c ^ 2 = (c * a + 1) * (c * a + 1) + (c * a + 1) := by
  constructor
  · linear_combination (norm := noncomm_ring) -(c * h * a)
  · linear_combination (norm := noncomm_ring)
      a * h * c + h * (a * c) + c * a * h + h + h

/-- The mixed products of two modes factor into their number operators, and these
number operators commute. -/
theorem mixed_products {R : Type*} [Ring R] {a c b d : R} (h : BosonPair a c b d) :
    (c * d) * (b * a) = (c * a) * (d * b) ∧
    (b * a) * (c * d) = (c * a + 1) * (d * b + 1) ∧
    (c * a) * (d * b) = (d * b) * (c * a) := by
  refine ⟨?_, ?_, ?_⟩
  · linear_combination (norm := noncomm_ring) -(c * d * h.ab) - c * h.ad * b
  · linear_combination (norm := noncomm_ring)
      -(h.ab * (c * d)) + a * h.bc * d + h.aa * (b * d) + (c * a + 1) * h.bb
  · linear_combination (norm := noncomm_ring)
      c * h.ad * b + c * d * h.ab + h.cd * (b * a) - d * h.bc * a
```

If $a$ and $a^*$ commuted like classical amplitudes, the ratios would be $\pm\langle L_z\rangle/l$, and the difference between $l$ and $l+1$ would be lost.

## Creators as adjoints, and the weight $\sqrt2$

From here the creators are `star a` and `star b`, so $D_qD_q^*$ and $D_q^*D_q$ represent strengths summed over all final states.

```lean
variable {A : Type*} [Ring A] [StarRing A] [Algebra ℂ A] [StarModule ℂ A]

/-- The total boson number `N`. -/
def N (a b : A) : A := star a * a + star b * b

/-- The orbital moment along the light axis, half the difference of the mode numbers. -/
def Lz (a b : A) : A := (1 / 2 : ℂ) • (star a * a - star b * b)

/-- The dipole component `D₊`, which creates two bosons in mode `a`. -/
def Dplus (a : A) : A := star a ^ 2

/-- The dipole component `D₀`, which creates one boson in each mode, with weight `√2`. -/
def Dzero (a b : A) : A := ((√2 : ℝ) : ℂ) • (star a * star b)

/-- The dipole component `D₋`, which creates two bosons in mode `b`. -/
def Dminus (b : A) : A := star b ^ 2
```

Between neighbouring shells, these operators reproduce how the sizes of the dipole matrix elements depend on $m$ and on the component. The radial integral and an angular factor depending only on $l$ are left out. For a given channel they are common to all three components, so the strengths below are relative and the omitted factors cancel in the ratios. The factor $\sqrt2$ gives polarisation along the $z$ axis its rotationally correct weight; with a weight of another modulus the total would depend on $m$ for $l\ge1$.

Since $[n_a,a^*]=a^*$ and $[n_b,a^*]=0$, $a^*$ changes $(L_z,N)$ by $(\tfrac12,1)$; similarly $b^*$ changes it by $(-\tfrac12,1)$. Changes add in products (`add_charge`), so $D_+,D_0,D_-$ change $L_z$ by $1,0,-1$ and $N$ by 2, that is, $l$ by 1.

```lean
omit [StarModule ℂ A] in
/-- The components `D₊`, `D₀`, `D₋` change `Lz` by `1`, `0`, `-1`, and each raises `N`
by two. -/
theorem dipole_selection_rules {a b : A} (h : BosonPair a (star a) b (star b)) :
    (Lz a b * Dplus a - Dplus a * Lz a b = Dplus a ∧
      Lz a b * Dzero a b - Dzero a b * Lz a b = 0 ∧
      Lz a b * Dminus b - Dminus b * Lz a b = -Dminus b) ∧
    (N a b * Dplus a - Dplus a * N a b = (2 : ℂ) • Dplus a ∧
      N a b * Dzero a b - Dzero a b * N a b = (2 : ℂ) • Dzero a b ∧
      N a b * Dminus b - Dminus b * N a b = (2 : ℂ) • Dminus b) := by
  -- charges add when operators are multiplied
  have add_charge : ∀ (K x y : A) (s t : ℂ), K * x - x * K = s • x →
      K * y - y * K = t • y → K * (x * y) - (x * y) * K = (s + t) • (x * y) := by
    intro K x y s t hx hy
    calc K * (x * y) - (x * y) * K
        = (K * x - x * K) * y + x * (K * y - y * K) := by noncomm_ring
      _ = (s + t) • (x * y) := by
        rw [hx, hy, smul_mul_assoc, mul_smul_comm, add_smul]
  have scale : ∀ (K x : A) (r : ℂ),
      K * (r • x) - (r • x) * K = r • (K * x - x * K) := by
    intro K x r
    rw [mul_smul_comm, smul_mul_assoc, smul_sub]
  have scale' : ∀ (K x : A) (r : ℂ),
      (r • K) * x - x * (r • K) = r • (K * x - x * K) := by
    intro K x r
    rw [mul_smul_comm, smul_mul_assoc, smul_sub]
  -- charges of the single creators
  have na : (star a * a) * star a - star a * (star a * a) = star a := by
    linear_combination (norm := noncomm_ring) star a * h.aa
  have mb : (star b * b) * star b - star b * (star b * b) = star b := by
    linear_combination (norm := noncomm_ring) star b * h.bb
  have ma : (star b * b) * star a - star a * (star b * b) = 0 := by
    linear_combination (norm := noncomm_ring) star b * h.bc - h.cd * b
  have nb : (star a * a) * star b - star b * (star a * a) = 0 := by
    linear_combination (norm := noncomm_ring) star a * h.ad + h.cd * a
  have La : Lz a b * star a - star a * Lz a b = (1 / 2 : ℂ) • star a := by
    rw [Lz, scale']
    congr 1
    linear_combination (norm := noncomm_ring) na - ma
  have Lb : Lz a b * star b - star b * Lz a b = (-(1 / 2) : ℂ) • star b := by
    rw [Lz, scale', neg_smul, ← smul_neg]
    congr 1
    linear_combination (norm := noncomm_ring) nb - mb
  have Na : N a b * star a - star a * N a b = (1 : ℂ) • star a := by
    rw [N, one_smul]
    linear_combination (norm := noncomm_ring) na + ma
  have Nb : N a b * star b - star b * N a b = (1 : ℂ) • star b := by
    rw [N, one_smul]
    linear_combination (norm := noncomm_ring) nb + mb
  refine ⟨⟨?_, ?_, ?_⟩, ?_, ?_, ?_⟩
  · rw [Dplus, pow_two, add_charge _ _ _ _ _ La La, add_halves, one_smul]
  · rw [Dzero, scale, add_charge _ _ _ _ _ La Lb, add_neg_cancel, zero_smul, smul_zero]
  · rw [Dminus, pow_two, add_charge _ _ _ _ _ Lb Lb, ← neg_add, add_halves, neg_smul,
      one_smul]
  · rw [Dplus, pow_two, add_charge _ _ _ _ _ Na Na, one_add_one_eq_two]
  · rw [Dzero, scale, add_charge _ _ _ _ _ Na Nb, one_add_one_eq_two, smul_comm]
  · rw [Dminus, pow_two, add_charge _ _ _ _ _ Nb Nb, one_add_one_eq_two]
```

`StarModule` makes the star conjugate scalars. The real $\sqrt2$ therefore survives in $D_0^*=\sqrt2\,ba$; without this rule the weight of $D_0^*$ would be undetermined.

```lean
omit [StarRing A] [StarModule ℂ A] in
private theorem two_half (x : A) : (2 : ℂ) • ((1 / 2 : ℂ) • x) = x := by
  rw [smul_smul, mul_one_div_cancel two_ne_zero, one_smul]

private theorem star_Dzero (a b : A) :
    star (Dzero a b) = ((√2 : ℝ) : ℂ) • (b * a) := by
  rw [Dzero, star_smul, star_mul, star_star, star_star, Complex.star_def,
    Complex.conj_ofReal]

private theorem sqrt_two_sq : ((√2 : ℝ) : ℂ) * ((√2 : ℝ) : ℂ) = 2 := by
  rw [← Complex.ofReal_mul, Real.mul_self_sqrt (by norm_num)]
  norm_num
```

For $l\to l-1$, adding the products gives

$$D_+D_+^*-D_-D_-^*=n_a^2-n_a-n_b^2+n_b=(n_a-n_b)(N-1)=2L_z(N-1),$$
$$\sum_qD_qD_q^*=n_a^2-n_a+2n_an_b+n_b^2-n_b=N(N-1).$$

```lean
/-- Operator sum rules for `l → l - 1`: the circular difference is `2 Lz (N - 1)` and the
total strength is `N (N - 1)`. -/
theorem sum_rules_down {a b : A} (h : BosonPair a (star a) b (star b)) :
    Dplus a * star (Dplus a) - Dminus b * star (Dminus b)
      = ((2 : ℂ) • Lz a b) * (N a b - 1) ∧
    Dplus a * star (Dplus a) + Dzero a b * star (Dzero a b) + Dminus b * star (Dminus b)
      = N a b * (N a b - 1) := by
  obtain ⟨hx, -, hc⟩ := mixed_products h
  have h0 : Dzero a b * star (Dzero a b)
      = (star a * a) * (star b * b) + (star a * a) * (star b * b) := by
    rw [star_Dzero, Dzero, smul_mul_assoc, mul_smul_comm, smul_smul, sqrt_two_sq, hx,
      two_smul]
  rw [h0, Lz, two_half]
  simp only [Dplus, Dminus, N, star_pow, star_star]
  rw [(mode_products h.aa).1, (mode_products h.bb).1]
  constructor
  · linear_combination (norm := noncomm_ring) -hc
  · linear_combination (norm := noncomm_ring) hc
```

For $l\to l+1$, put $u=n_a+1$, $v=n_b+1$, so that $u+v=N+2$:

$$D_-^*D_--D_+^*D_+=v^2+v-u^2-u=-(u-v)(u+v+1)=-2L_z(N+3),$$
$$\sum_qD_q^*D_q=u^2+u+2uv+v^2+v=(N+2)(N+3).$$

Both differences are the $\Delta m=-1$ strength minus the $\Delta m=+1$ strength. In both proofs `hc`, the commutation of $n_a$ and $n_b$, cancels the cross terms.

```lean
/-- Operator sum rules for `l → l + 1`: the circular difference is `-2 Lz (N + 3)` and the
total strength is `(N + 2) (N + 3)`. -/
theorem sum_rules_up {a b : A} (h : BosonPair a (star a) b (star b)) :
    star (Dminus b) * Dminus b - star (Dplus a) * Dplus a
      = -(((2 : ℂ) • Lz a b) * (N a b + 3)) ∧
    star (Dplus a) * Dplus a + star (Dzero a b) * Dzero a b + star (Dminus b) * Dminus b
      = (N a b + 2) * (N a b + 3) := by
  obtain ⟨-, hx, hc⟩ := mixed_products h
  have h0 : star (Dzero a b) * Dzero a b
      = (star a * a + 1) * (star b * b + 1) + (star a * a + 1) * (star b * b + 1) := by
    rw [star_Dzero, Dzero, smul_mul_assoc, mul_smul_comm, smul_smul, sqrt_two_sq, hx,
      two_smul]
  have e2 : (2 : A) = 1 + 1 := one_add_one_eq_two.symm
  have e3 : (3 : A) = 1 + 1 + 1 := by norm_num
  rw [h0, Lz, two_half, e3, e2]
  simp only [Dplus, Dminus, N, star_pow, star_star]
  rw [(mode_products h.aa).2, (mode_products h.bb).2]
  constructor
  · linear_combination (norm := noncomm_ring) hc
  · linear_combination (norm := noncomm_ring) hc
```

## A normalised state with sharp $N=2l$

`ShellState` describes an expectation value $\varphi$ in one shell: $\varphi(1)=1$ and $\varphi(xN)=2l\,\varphi(x)$ for every $x$, as for a vector with $N\psi=2l\psi$. Positivity is not required, though a physical state has it.

```lean
/-- A normalised linear expectation functional in which `N` has the sharp value `2l`. -/
structure ShellState (a b : A) (l : ℕ) (φ : A →ₗ[ℂ] ℂ) : Prop where
  norm : φ 1 = 1
  sharp : ∀ x, φ (x * N a b) = 2 * l * φ x
```

Sharpness (`hφ.sharp`) turns the operators into numbers:

$$\frac{2\langle L_z\rangle(2l-1)}{2l(2l-1)}=\frac{\langle L_z\rangle}{l},\qquad
\frac{-2\langle L_z\rangle(2l+3)}{(2l+2)(2l+3)}=-\frac{\langle L_z\rangle}{l+1}.$$

In a mixture of shells, $\langle L_zN\rangle$ need not factor. Without normalisation, a nonzero $\varphi(1)$ would divide both right-hand sides.

## A lower shell to reach: $l\ge1$

An s orbital has no $l-1$ channel, and its total $2l(2l-1)$ vanishes. The hypothesis `hl` excludes this case; $2l-1\neq0$ holds because $2l$ is even. The upward total is never zero, so `dichroism_up` includes $l=0$. Each theorem states that its total is nonzero before giving the ratio.

```lean
/-- For `l → l - 1` with `l ≥ 1` the total strength is nonzero, and the circular
difference divided by it is `⟨Lz⟩ / l`. -/
theorem dichroism_down {a b : A} (h : BosonPair a (star a) b (star b)) {l : ℕ}
    (hl : 1 ≤ l) {φ : A →ₗ[ℂ] ℂ} (hφ : ShellState a b l φ) :
    φ (Dplus a * star (Dplus a) + Dzero a b * star (Dzero a b)
      + Dminus b * star (Dminus b)) ≠ 0 ∧
    φ (Dplus a * star (Dplus a) - Dminus b * star (Dminus b)) /
      φ (Dplus a * star (Dplus a) + Dzero a b * star (Dzero a b)
        + Dminus b * star (Dminus b)) = φ (Lz a b) / l := by
  have hN : φ (N a b) = 2 * l := by
    have := hφ.sharp 1
    rwa [one_mul, hφ.norm, mul_one] at this
  have l0 : (l : ℂ) ≠ 0 := by
    exact_mod_cast (by omega : l ≠ 0)
  have l1 : 2 * (l : ℂ) - 1 ≠ 0 := by
    intro e
    have e' : 2 * (l : ℂ) = 1 := by linear_combination e
    have e'' : 2 * l = 1 := by exact_mod_cast e'
    omega
  have hd : φ (((2 : ℂ) • Lz a b) * (N a b - 1))
      = 2 * φ (Lz a b) * (2 * l - 1) := by
    rw [mul_sub, mul_one, map_sub, hφ.sharp, map_smul, smul_eq_mul]
    ring
  have ht : φ (N a b * (N a b - 1)) = 2 * l * (2 * l - 1) := by
    rw [mul_sub, mul_one, map_sub, hφ.sharp, hN]
    ring
  rw [(sum_rules_down h).1, (sum_rules_down h).2, hd, ht]
  have t0 : 2 * (l : ℂ) * (2 * l - 1) ≠ 0 := mul_ne_zero (mul_ne_zero two_ne_zero l0) l1
  refine ⟨t0, ?_⟩
  rw [div_eq_div_iff t0 l0]
  ring

/-- For `l → l + 1` the total strength is nonzero, and the circular difference divided
by it is `-⟨Lz⟩ / (l + 1)`. -/
theorem dichroism_up {a b : A} (h : BosonPair a (star a) b (star b)) {l : ℕ}
    {φ : A →ₗ[ℂ] ℂ} (hφ : ShellState a b l φ) :
    φ (star (Dplus a) * Dplus a + star (Dzero a b) * Dzero a b
      + star (Dminus b) * Dminus b) ≠ 0 ∧
    φ (star (Dminus b) * Dminus b - star (Dplus a) * Dplus a) /
      φ (star (Dplus a) * Dplus a + star (Dzero a b) * Dzero a b
        + star (Dminus b) * Dminus b) = -φ (Lz a b) / (l + 1) := by
  have hN : φ (N a b) = 2 * l := by
    have := hφ.sharp 1
    rwa [one_mul, hφ.norm, mul_one] at this
  have l1 : (l : ℂ) + 1 ≠ 0 := by exact_mod_cast Nat.succ_ne_zero l
  have l3 : 2 * (l : ℂ) + 3 ≠ 0 := by
    exact_mod_cast (by omega : 2 * l + 3 ≠ 0)
  -- numerals in the algebra act as complex scalars
  have e3 : ∀ x : A, x * 3 = (3 : ℂ) • x := by
    intro x
    rw [Algebra.smul_def, map_ofNat]
    exact (Nat.cast_commute 3 x).symm.eq
  have e2 : (2 : A) = (2 : ℂ) • (1 : A) := by
    rw [Algebra.smul_def, map_ofNat, mul_one]
  have hd : φ (-(((2 : ℂ) • Lz a b) * (N a b + 3)))
      = -(2 * φ (Lz a b) * (2 * l + 3)) := by
    rw [map_neg, mul_add, map_add, hφ.sharp, e3]
    simp only [map_smul, smul_eq_mul]
    ring
  have ht : φ ((N a b + 2) * (N a b + 3)) = 2 * (l + 1) * (2 * l + 3) := by
    rw [mul_add, map_add, hφ.sharp, e3, map_smul, map_add, hN, e2, map_smul, hφ.norm,
      smul_eq_mul, smul_eq_mul]
    ring
  rw [(sum_rules_up h).1, (sum_rules_up h).2, hd, ht]
  have t0 : 2 * ((l : ℂ) + 1) * (2 * l + 3) ≠ 0 :=
    mul_ne_zero (mul_ne_zero two_ne_zero l1) l3
  refine ⟨t0, ?_⟩
  rw [div_eq_div_iff t0 l1]
  ring

end DichroismSumRules
```

```lean
#print axioms DichroismSumRules.dipole_selection_rules
#print axioms DichroismSumRules.sum_rules_up
#print axioms DichroismSumRules.dichroism_down
#print axioms DichroismSumRules.dichroism_up
```

```
'DichroismSumRules.dipole_selection_rules' depends on axioms: [propext, Classical.choice, Quot.sound]
'DichroismSumRules.sum_rules_up' depends on axioms: [propext, Classical.choice, Quot.sound]
'DichroismSumRules.dichroism_down' depends on axioms: [propext, Classical.choice, Quot.sound]
'DichroismSumRules.dichroism_up' depends on axioms: [propext, Classical.choice, Quot.sound]
```

## The orbital $l=m=1$

Here $n_a=2$, $n_b=0$. Downward, the strengths for $D_+,D_0,D_-$ are $2,0,0$, with ratio $2/2=1=\langle L_z\rangle/l$. Upward they are $12,6,2$, with ratio $(2-12)/20=-1/2=-\langle L_z\rangle/(l+1)$.

## Matrices for each shell

Dipole matrices between spherical harmonics would be a more literal model. They would display the angular integrals directly, but the sum rules would become a family of identities indexed by $l$, in place of four identities in $N$.
